# Level shifting as a trust-region step on rank-$N$ projectors

## Physical setting

When a Roothaan iteration oscillates, one remedy is to replace the Fock matrix $F$ by $F + b(1-P)$ before diagonalizing, where $P$ is the current density matrix in an orthonormal basis and $b > 0$ is the shift. The term $b(1-P)$ adds $b$ to the energy of the currently empty space. Here the next density matrix is defined as a rank-$N$ projector $Q$ that minimizes $\operatorname{Tr}[(F + b(1-P))Q]$, with $N$ the number of occupied orbitals. For one step with $F$ frozen, in a finite real basis, the results below say how $b$ controls the step length $\|Q-P\|$.

## Statement

A rank-$N$ orthogonal projector satisfies $P^T = P$, $P^2 = P$ and $\operatorname{rank} P = N$. The norm is $\|A\| = (\sum_{ij} A_{ij}^2)^{1/2}$. Fix such a $P$ and a real matrix $F$. For any real $b$, call a rank-$N$ projector $Q$ a minimizer for $b$ if it minimizes the shifted energy $\operatorname{Tr}[(F+b(1-P))R]$ over rank-$N$ projectors $R$.

1. $Q$ is a minimizer for $b$ exactly when it minimizes $\operatorname{Tr} FR + \tfrac b2\|R-P\|^2$ over the same set.
2. A minimizer exists for every real $b$.
3. For $b \ge 0$ and any minimizer $Q$ for $b$, $\operatorname{Tr} FQ \le \operatorname{Tr} FR$ for every rank-$N$ projector $R$ with $\|R-P\| \le \|Q-P\|$.
4. For $b_1 < b_2$ and any minimizers $Q_1$ for $b_1$ and $Q_2$ for $b_2$, $\|Q_2-P\| \le \|Q_1-P\|$.
5. For $0 \le b_1 < b_2$ and $Q_1, Q_2$ as in 4, $\operatorname{Tr} FQ_1 \le \operatorname{Tr} FQ_2$.
6. For any minimizer $Q$ for $b$, $b\,\|Q-P\| \le 2\|F\|$.

## Derivation

An idempotent matrix acts as $1$ on its range and as $0$ on a complement, so its trace is its rank. With $\|A\|^2 = \operatorname{Tr} AA^T$, symmetry and idempotence,
$$\|R-P\|^2 = \operatorname{Tr} R + \operatorname{Tr} P - 2\operatorname{Tr} PR = 2N - 2\operatorname{Tr} PR .$$
Since $\operatorname{Tr}(1-P)R = N - \operatorname{Tr} PR$,
$$\operatorname{Tr}[(F+b(1-P))R] = \operatorname{Tr} FR + \tfrac b2\|R-P\|^2 ,$$
which gives 1.

For 2, the projectors are cut out by $Q^T=Q$, $Q^2=Q$, $\operatorname{Tr} Q=N$, so they form a closed set. From $\sum_k Q_{ik}^2 = Q_{ii}$ follow $Q_{ii}^2 \le Q_{ii}$, hence $Q_{ii} \le 1$, and $Q_{ij}^2 \le Q_{ii} \le 1$. The set is compact and contains $P$, and the energy is continuous.

For 3, optimality reads $\operatorname{Tr} FQ - \operatorname{Tr} FR \le \tfrac b2(\|R-P\|^2 - \|Q-P\|^2)$, and the right side is at most $0$.

For 4, write $E_m = \operatorname{Tr} FQ_m$ and $d_m = \|Q_m-P\|$ for $m=1,2$. Testing each minimizer against the other gives
$$E_1 + \tfrac{b_1}2 d_1^2 \le E_2 + \tfrac{b_1}2 d_2^2, \qquad E_2 + \tfrac{b_2}2 d_2^2 \le E_1 + \tfrac{b_2}2 d_1^2 .$$
The energies cancel in the sum, leaving $(b_2-b_1)d_2^2 \le (b_2-b_1)d_1^2$, so $d_2 \le d_1$. Then $Q_2$ is an admissible $R$ in 3 for $Q_1$, which gives 5.

For 6, put $d = \|Q-P\|$ and $R=P$, so that $\tfrac b2 d^2 \le -\operatorname{Tr} F(Q-P)$. Because $Q-P$ is symmetric, $\operatorname{Tr} F(Q-P) = \sum_{ij}F_{ij}(Q-P)_{ij} \ge -\|F\|d$ by Cauchy–Schwarz. Dividing by $d>0$ gives the bound, and for $d=0$ it reads $0 \le 2\|F\|$.

As an example, with indices $0,1$, take $F_{01}=F_{10}=1$, $F_{00}=F_{11}=0$ and $P=\operatorname{diag}(1,0)$. A rank-one projector has $R_{00}=a$, $R_{01}=R_{10}=c$, $R_{11}=1-a$ with $a^2+c^2=a$, and shifted energy $2c+b(1-a)$. At $b=0$, $(2a-1)^2+(2c+1)^2 = 4c+2 \ge 0$ gives the minimum $-1$ at $a=\tfrac12$, $c=-\tfrac12$. At $b=\tfrac32$, $(5a-4)^2+(5c+2)^2 = 20-15a+20c \ge 0$ gives the minimum $-\tfrac12$ at $a=\tfrac45$, $c=-\tfrac25$. The squared step $2-2a$ falls from $1$ to $\tfrac25$.

## What the formal version assumes

Matrices are `Matrix n n ℝ` for a finite index type `n` labelling an orthonormal basis, so no overlap matrix appears. `IsOrthProj N P` describes a density matrix with occupations $0$ or $1$ and no spin factor. `energy F Q` is $\operatorname{Tr} FQ$, `levelShift F P b` is the shifted matrix, `frobNorm` is the entrywise norm, and `IsShiftedMin N F P b Q` says that $Q$ is a projector and a minimizer for $b$. Symmetry of $F$ is not assumed.

$F$ does not depend on the density, so $\operatorname{Tr} FQ$ is not the Hartree–Fock or Kohn–Sham total energy, and the theorems concern one step and not the convergence of the iteration. The trust radius in `trust_region` is the length of the step actually taken and is not chosen in advance. The shifts in `step_antitone` are strictly ordered because minimizers need not be unique: for $F=0$ and $b=0$ every rank-$N$ projector is one. That occupying the $N$ lowest eigenvectors of a symmetric shifted matrix produces a minimizer is standard linear algebra which the file leaves unproved.

## The file

In Lean 4 with Mathlib:

```lean
import Mathlib

open Matrix

namespace LevelShiftTrustRegion

noncomputable section

variable {n : Type*} [Fintype n] [DecidableEq n]

/-- `P` is a real orthogonal projector of rank `N`: symmetric, idempotent, rank `N`. -/
structure IsOrthProj (N : ℕ) (P : Matrix n n ℝ) : Prop where
  symm : Pᵀ = P
  idem : P * P = P
  rank_eq : P.rank = N

/-- Frobenius norm of a real matrix. -/
def frobNorm (A : Matrix n n ℝ) : ℝ := Real.sqrt (∑ i, ∑ j, A i j ^ 2)

/-- The energy `Tr FQ` of the density matrix `Q` in the Fock matrix `F`. -/
def energy (F Q : Matrix n n ℝ) : ℝ := (F * Q).trace

/-- The level-shifted Fock matrix `F + b (1 - P)`. -/
def levelShift (F P : Matrix n n ℝ) (b : ℝ) : Matrix n n ℝ := F + b • (1 - P)

/-- `Q` minimizes `Tr ((F + b (1 - P)) R)` among rank-`N` orthogonal projectors `R`. -/
def IsShiftedMin (N : ℕ) (F P : Matrix n n ℝ) (b : ℝ) (Q : Matrix n n ℝ) : Prop :=
  IsOrthProj N Q ∧
    ∀ R, IsOrthProj N R → energy (levelShift F P b) Q ≤ energy (levelShift F P b) R

/-- The trace of an idempotent matrix equals its rank. -/
theorem trace_eq_rank {P : Matrix n n ℝ} (h : P * P = P) : P.trace = (P.rank : ℝ) := by
  have hp : LinearMap.IsProj (LinearMap.range P.mulVecLin) P.mulVecLin :=
    ⟨fun x => LinearMap.mem_range_self _ x, by
      rintro _ ⟨y, rfl⟩
      simp [Matrix.mulVec_mulVec, h]⟩
  have e : LinearMap.trace ℝ _ P.mulVecLin = P.trace := Matrix.trace_toLin'_eq P
  rw [← e]
  exact hp.trace

omit [DecidableEq n] in
/-- The squared Frobenius norm of `A` is `Tr (A Aᵀ)`. -/
theorem frobNorm_sq (A : Matrix n n ℝ) : frobNorm A ^ 2 = (A * Aᵀ).trace := by
  rw [frobNorm, Real.sq_sqrt (by positivity)]
  simp [Matrix.trace, Matrix.mul_apply, sq]

variable {N : ℕ} {F P : Matrix n n ℝ}

/-- For a rank-`N` projector `P`, minimizing the level-shifted energy over rank-`N` projectors
is the same as minimizing `Tr FR + (b/2) ‖R - P‖²` over them. -/
theorem isShiftedMin_iff (hP : IsOrthProj N P) (b : ℝ) (Q : Matrix n n ℝ) :
    IsShiftedMin N F P b Q ↔ IsOrthProj N Q ∧ ∀ R, IsOrthProj N R →
      energy F Q + b / 2 * frobNorm (Q - P) ^ 2 ≤ energy F R + b / 2 * frobNorm (R - P) ^ 2 := by
  -- on rank-N projectors the two objective functions coincide
  have key : ∀ R, IsOrthProj N R →
      energy (levelShift F P b) R = energy F R + b / 2 * frobNorm (R - P) ^ 2 := by
    intro R hR
    have t1 : R.trace = N := by rw [trace_eq_rank hR.idem, hR.rank_eq]
    have t2 : P.trace = N := by rw [trace_eq_rank hP.idem, hP.rank_eq]
    rw [frobNorm_sq, transpose_sub, hR.symm, hP.symm]
    simp only [energy, levelShift, add_mul, smul_mul_assoc, sub_mul, mul_sub, one_mul,
      trace_add, trace_smul, trace_sub, smul_eq_mul, hR.idem, hP.idem]
    rw [trace_mul_comm R P, t1, t2]
    ring
  constructor
  · rintro ⟨hQ, h⟩
    exact ⟨hQ, fun R hR => by rw [← key Q hQ, ← key R hR]; exact h R hR⟩
  · rintro ⟨hQ, h⟩
    exact ⟨hQ, fun R hR => by rw [key Q hQ, key R hR]; exact h R hR⟩

/-- For a rank-`N` projector `P` and any shift `b`, the level-shifted energy has a minimizer
among rank-`N` projectors. -/
theorem exists_isShiftedMin (hP : IsOrthProj N P) (F : Matrix n n ℝ) (b : ℝ) :
    ∃ Q, IsShiftedMin N F P b Q := by
  have hK : IsCompact (Set.univ.pi fun _ : n => Set.univ.pi fun _ : n =>
      Set.Icc (-1 : ℝ) 1 : Set (Matrix n n ℝ)) :=
    isCompact_univ_pi fun _ => isCompact_univ_pi fun _ => isCompact_Icc
  -- the rank condition is the closed condition `Tr Q = N`
  have hS : {Q : Matrix n n ℝ | IsOrthProj N Q} =
      {Q : Matrix n n ℝ | Qᵀ = Q} ∩ ({Q : Matrix n n ℝ | Q * Q = Q} ∩
        {Q : Matrix n n ℝ | Q.trace = (N : ℝ)}) := by
    ext Q
    constructor
    · intro h
      refine ⟨h.symm, h.idem, ?_⟩
      show Q.trace = N
      rw [trace_eq_rank h.idem, h.rank_eq]
    · rintro ⟨h1, h2, h3⟩
      have h4 : (Q.rank : ℝ) = N := (trace_eq_rank h2).symm.trans h3
      exact ⟨h1, h2, by exact_mod_cast h4⟩
  have hcl : IsClosed {Q : Matrix n n ℝ | IsOrthProj N Q} := by
    rw [hS]
    exact (isClosed_eq continuous_id.matrix_transpose continuous_id).inter
      ((isClosed_eq (continuous_id.matrix_mul continuous_id) continuous_id).inter
        (isClosed_eq continuous_id.matrix_trace continuous_const))
  -- entries are bounded: ∑ₖ Qᵢₖ² = Qᵢᵢ ≤ 1
  have hc : IsCompact {Q : Matrix n n ℝ | IsOrthProj N Q} := by
    suffices hb : ∀ Q : Matrix n n ℝ, IsOrthProj N Q → ∀ i j, Q i j ∈ Set.Icc (-1 : ℝ) 1 from
      hK.of_isClosed_subset hcl fun Q hQ i _ j _ => hb Q hQ i j
    intro Q hQ' i j

    have h0 : Q * Qᵀ = Q := by rw [hQ'.symm, hQ'.idem]
    have h1 : ∑ k, Q i k * Q i k = Q i i := by
      simpa [Matrix.mul_apply] using congrFun (congrFun h0 i) i
    have h2 : ∀ k, Q i k * Q i k ≤ Q i i := fun k =>
      (Finset.single_le_sum (f := fun k => Q i k * Q i k)
        (fun k _ => mul_self_nonneg _) (Finset.mem_univ k)).trans h1.le
    have h3 : Q i i ≤ 1 := by nlinarith [h2 i]
    have h4 := h2 j

    constructor <;> nlinarith
  have hcont : Continuous fun Q : Matrix n n ℝ => energy (levelShift F P b) Q :=
    (continuous_const.matrix_mul continuous_id).matrix_trace
  obtain ⟨Q, hQ, hmin⟩ := hc.exists_isMinOn ⟨P, hP⟩ hcont.continuousOn
  exact ⟨Q, hQ, fun R hR => hmin hR⟩

/-- For `b ≥ 0`, a minimizer `Q` of the level-shifted energy minimizes the unshifted energy
`Tr FR` among rank-`N` projectors `R` with `‖R - P‖ ≤ ‖Q - P‖`. -/
theorem trust_region (hP : IsOrthProj N P) {b : ℝ} (hb : 0 ≤ b) {Q : Matrix n n ℝ}
    (hQ : IsShiftedMin N F P b Q) (R : Matrix n n ℝ) (hR : IsOrthProj N R)
    (hd : frobNorm (R - P) ≤ frobNorm (Q - P)) : energy F Q ≤ energy F R := by
  have h := ((isShiftedMin_iff hP b Q).1 hQ).2 R hR
  have h2 : frobNorm (R - P) ^ 2 ≤ frobNorm (Q - P) ^ 2 :=
    pow_le_pow_left₀ (Real.sqrt_nonneg _) hd 2
  have h3 := mul_le_mul_of_nonneg_left h2 hb
  linarith

/-- If `b₁ < b₂` and `Q₁`, `Q₂` are any minimizers for these shifts, then
`‖Q₂ - P‖ ≤ ‖Q₁ - P‖`. -/
theorem step_antitone (hP : IsOrthProj N P) {b₁ b₂ : ℝ} (hb : b₁ < b₂) {Q₁ Q₂ : Matrix n n ℝ}
    (h₁ : IsShiftedMin N F P b₁ Q₁) (h₂ : IsShiftedMin N F P b₂ Q₂) :
    frobNorm (Q₂ - P) ≤ frobNorm (Q₁ - P) := by
  -- test each optimality condition on the other minimizer and add
  have a₁ := ((isShiftedMin_iff hP b₁ Q₁).1 h₁).2 Q₂ h₂.1
  have a₂ := ((isShiftedMin_iff hP b₂ Q₂).1 h₂).2 Q₁ h₁.1
  have h : (b₂ - b₁) * frobNorm (Q₂ - P) ^ 2 ≤ (b₂ - b₁) * frobNorm (Q₁ - P) ^ 2 := by
    linarith
  have h' := le_of_mul_le_mul_left h (sub_pos.2 hb)
  exact (le_abs_self _).trans (abs_le_of_sq_le_sq h' (Real.sqrt_nonneg _))

/-- If `0 ≤ b₁ < b₂` and `Q₁`, `Q₂` are any minimizers for these shifts, then
`Tr FQ₁ ≤ Tr FQ₂`. -/
theorem energy_monotone (hP : IsOrthProj N P) {b₁ b₂ : ℝ} (h0 : 0 ≤ b₁) (hb : b₁ < b₂)
    {Q₁ Q₂ : Matrix n n ℝ} (h₁ : IsShiftedMin N F P b₁ Q₁) (h₂ : IsShiftedMin N F P b₂ Q₂) :
    energy F Q₁ ≤ energy F Q₂ :=
  trust_region hP h0 h₁ Q₂ h₂.1 (step_antitone hP hb h₁ h₂)

/-- A minimizer `Q` for the shift `b` satisfies `b ‖Q - P‖ ≤ 2 ‖F‖`. -/
theorem step_bound (hP : IsOrthProj N P) {b : ℝ} {Q : Matrix n n ℝ}
    (hQ : IsShiftedMin N F P b Q) : b * frobNorm (Q - P) ≤ 2 * frobNorm F := by
  -- compare with `R = P`
  have h := ((isShiftedMin_iff hP b Q).1 hQ).2 P hP
  have hz : frobNorm (P - P) = 0 := by simp [frobNorm]
  rw [hz] at h
  have hD : (Q - P)ᵀ = Q - P := by rw [transpose_sub, hQ.1.symm, hP.symm]
  have ht : energy F Q - energy F P = ∑ i, ∑ j, F i j * (Q - P) i j := by
    have e : energy F Q - energy F P = (F * (Q - P)ᵀ).trace := by
      rw [hD, mul_sub, trace_sub, energy, energy]
    rw [e]
    simp only [Matrix.trace, Matrix.diag_apply, Matrix.mul_apply, Matrix.transpose_apply]
  -- Cauchy-Schwarz for the Frobenius inner product
  have cs := Finset.sum_mul_sq_le_sq_mul_sq Finset.univ
    (fun p : n × n => F p.1 p.2) (fun p : n × n => (Q - P) p.1 p.2)
  simp only [Fintype.sum_prod_type] at cs
  have hf : 0 ≤ frobNorm F := Real.sqrt_nonneg _
  have hd : 0 ≤ frobNorm (Q - P) := Real.sqrt_nonneg _
  have h2 : (energy F Q - energy F P) ^ 2 ≤ (frobNorm F * frobNorm (Q - P)) ^ 2 := by
    rw [ht, mul_pow, frobNorm, frobNorm, Real.sq_sqrt (by positivity),
      Real.sq_sqrt (by positivity)]
    exact cs
  have h3 := (abs_le.1 (abs_le_of_sq_le_sq h2 (mul_nonneg hf hd))).1
  rcases hd.eq_or_lt with h0 | h0
  · rw [← h0]
    linarith
  · refine le_of_mul_le_mul_right ?_ h0
    nlinarith

/-- For `F = [[0,1],[1,0]]` and the rank-one projector `P = diag(1,0)`, the displayed matrices
are minimizers for `b = 0` and `b = 3/2`, and the second lies strictly closer to `P`. -/
theorem levelShift_witness :
    IsOrthProj 1 (!![1, 0; 0, 0] : Matrix (Fin 2) (Fin 2) ℝ) ∧
    IsShiftedMin 1 !![0, 1; 1, 0] !![1, 0; 0, 0] 0 !![1/2, -1/2; -1/2, 1/2] ∧
    IsShiftedMin 1 !![0, 1; 1, 0] !![1, 0; 0, 0] (3/2) !![4/5, -2/5; -2/5, 1/5] ∧
    frobNorm (!![4/5, -2/5; -2/5, 1/5] - !![1, 0; 0, 0]) <
      frobNorm (!![1/2, -1/2; -1/2, 1/2] - !![1, 0; 0, 0]) := by
  have mk : ∀ a c d : ℝ, a * a + c * c = a → a + d = 1 → IsOrthProj 1 !![a, c; c, d] := by
    intro a c d h1 h2
    obtain rfl : d = 1 - a := by linarith
    have hi : !![a, c; c, 1 - a] * !![a, c; c, 1 - a] = !![a, c; c, 1 - a] := by
      ext i j
      fin_cases i <;> fin_cases j <;> simp [Matrix.mul_apply, Fin.sum_univ_succ] <;> linarith
    refine ⟨?_, hi, ?_⟩
    · ext i j
      fin_cases i <;> fin_cases j <;> rfl
    · have t := trace_eq_rank hi
      rw [trace_fin_two_of, h2] at t
      exact_mod_cast t.symm
  have ent : ∀ R : Matrix (Fin 2) (Fin 2) ℝ, IsOrthProj 1 R → R 1 0 = R 0 1 ∧
      R 0 0 + R 1 1 = 1 ∧ R 0 0 * R 0 0 + R 0 1 * R 0 1 = R 0 0 := by
    intro R hR
    have s : R 1 0 = R 0 1 := congrFun (congrFun hR.symm 0) 1
    have t := trace_eq_rank hR.idem
    rw [hR.rank_eq, trace_fin_two, Nat.cast_one] at t
    have i := congrFun (congrFun hR.idem 0) 0
    rw [Matrix.mul_apply, Fin.sum_univ_two, s] at i
    exact ⟨s, t, i⟩
  refine ⟨mk _ _ _ (by norm_num) (by norm_num),
    ⟨mk _ _ _ (by norm_num) (by norm_num), fun R hR => ?_⟩,
    ⟨mk _ _ _ (by norm_num) (by norm_num), fun R hR => ?_⟩, ?_⟩
  · obtain ⟨s, t, i⟩ := ent R hR
    simp only [energy, trace_fin_two, Matrix.mul_apply, Fin.sum_univ_two]
    simp [levelShift]
    nlinarith [sq_nonneg (2 * R 0 0 - 1), sq_nonneg (2 * R 0 1 + 1)]
  · obtain ⟨s, t, i⟩ := ent R hR
    simp [energy, levelShift, trace_fin_two, Matrix.mul_apply, Fin.sum_univ_two]
    nlinarith [sq_nonneg (5 * R 0 0 - 4), sq_nonneg (5 * R 0 1 + 2)]
  · unfold frobNorm
    refine Real.sqrt_lt_sqrt (by positivity) ?_
    simp [Fin.sum_univ_two]
    norm_num

end

end LevelShiftTrustRegion
```

```lean
#print axioms LevelShiftTrustRegion.exists_isShiftedMin
#print axioms LevelShiftTrustRegion.trust_region
#print axioms LevelShiftTrustRegion.energy_monotone
#print axioms LevelShiftTrustRegion.step_bound
```

```
'LevelShiftTrustRegion.exists_isShiftedMin' depends on axioms: [propext, Classical.choice, Quot.sound]
'LevelShiftTrustRegion.trust_region' depends on axioms: [propext, Classical.choice, Quot.sound]
'LevelShiftTrustRegion.energy_monotone' depends on axioms: [propext, Classical.choice, Quot.sound]
'LevelShiftTrustRegion.step_bound' depends on axioms: [propext, Classical.choice, Quot.sound]
```

## Notes on the proof

`trace_eq_rank` treats $P$ as a projection onto its range and takes the trace from `hp.trace`. `frobNorm_sq` is $\|A\|^2=\operatorname{Tr} AA^T$. The penalty identity is the local step `key` inside `isShiftedMin_iff`, whose statement is the equivalence 1; `trace_mul_comm R P` merges the two cross terms.

In `exists_isShiftedMin`, `hS` trades the rank condition for the trace condition, `hcl` gives closedness, `h1` to `h4` are the entry bounds that place the set inside the compact cube `hK`, and `hc.exists_isMinOn` yields the minimizer.

`trust_region` squares the distance hypothesis and multiplies it by $b \ge 0$. In `step_antitone`, `a₁` and `a₂` are the two displayed inequalities and `h` is their sum. `energy_monotone` feeds this result into `trust_region`. In `step_bound`, `ht` writes the energy difference as an entrywise sum, `cs` is Cauchy–Schwarz over index pairs, and the final case split separates $d=0$ from $d>0$.

In `levelShift_witness`, `mk` builds a projector from $a^2+c^2=a$ and unit trace, `ent` recovers these relations from any rank-one projector, and the `nlinarith` hints are the squares used in the example.
